# Bounds on the energy lowering from one ghost function, for a positive gap

## Two functions and a fixed Hamiltonian

Let \(\varphi\) and \(\chi\) be real unit vectors with overlap \(S=\langle\varphi,\chi\rangle\), \(|S|<1\), and let \(H\) be a symmetric linear operator. Write \(E_0=\langle\varphi,H\varphi\rangle\). Think of \(\varphi\) as the only basis function of a fragment, \(H\) as the Hamiltonian of that fragment alone, and \(\chi\) as a function borrowed from a neighbour without its nucleus or electrons. In this one-electron, two-function model, the energy lowering caused by \(\chi\) is this fragment's contribution to the basis set superposition error, as a counterpoise calculation estimates it.

```lean
import Mathlib

open Module

noncomputable section

namespace SuperpositionError

variable {E : Type*} [NormedAddCommGroup E] [InnerProductSpace ℝ E]
```

`E` is a real inner-product space of any dimension, and `inner ℝ x y` is \(\langle x,y\rangle\). Nothing requires its vectors to be Gaussians.

```lean
/-- The Rayleigh quotient `⟨x, H x⟩ / ⟨x, x⟩` of a nonzero vector `x`. -/
def rayleigh (H : E →ₗ[ℝ] E) (x : E) : ℝ := inner ℝ x (H x) / inner ℝ x x
```

The type `E →ₗ[ℝ] E` means a linear map defined on all of `E`. An unbounded Hamiltonian can enter through its projection onto the span of \(\varphi\) and \(\chi\), which has the same matrix elements between them. The definition is the Rayleigh quotient \(\langle x,Hx\rangle/\langle x,x\rangle\), so \(x\) need not be normalised.

```lean
/-- The combination `(χ - S φ) / √(1 - S²)` with `S = ⟨φ, χ⟩`, meant for unit vectors `φ` and `χ`
with overlap `|S| < 1`. -/
def ghost (φ χ : E) : E :=
  (√(1 - (inner ℝ φ χ) ^ 2))⁻¹ • (χ - (inner ℝ φ χ : ℝ) • φ)
```

This is the normalised part of \(\chi\) orthogonal to \(\varphi\),
\[
g=\frac{\chi-S\varphi}{\sqrt{1-S^2}} .
\]
The symbol `•` multiplies a vector by a number.

```lean
/-- The coupling `w = (⟨φ, H χ⟩ - S E0) / √(1 - S²)`, for overlap `|S| < 1`. -/
def coupling (H : E →ₗ[ℝ] E) (φ χ : E) : ℝ :=
  (inner ℝ φ (H χ) - inner ℝ φ χ * inner ℝ φ (H φ)) / √(1 - (inner ℝ φ χ) ^ 2)
```

The coupling is written with the integrals of the original, non-orthogonal functions:
\[
w=\frac{\langle\varphi,H\chi\rangle-S E_0}{\sqrt{1-S^2}} .
\]

```lean
/-- The gap `G = ⟨g, H g⟩ - ⟨φ, H φ⟩` between the orthogonalised function `g` and `φ`,
for overlap `|S| < 1`. -/
def gap (H : E →ₗ[ℝ] E) (φ χ : E) : ℝ :=
  inner ℝ (ghost φ χ) (H (ghost φ χ)) - inner ℝ φ (H φ)
```

The gap is \(G=\langle g,Hg\rangle-E_0\), a difference of two expectation values and in general not an excitation energy of \(H\).

```lean
/-- All Rayleigh quotients of nonzero vectors in the span of `φ` and `χ`. -/
def pairEnergies (H : E →ₗ[ℝ] E) (φ χ : E) : Set ℝ :=
  {r | ∃ x ∈ Submodule.span ℝ {φ, χ}, x ≠ 0 ∧ rayleigh H x = r}
```

This set collects the energies of all nonzero trial vectors in the span of \(\varphi\) and \(\chi\).

```lean
/-- The energy lowering: `⟨φ, H φ⟩` minus the infimum of the Rayleigh quotients on the span
of `φ` and `χ`. -/
def lowering (H : E →ₗ[ℝ] E) (φ χ : E) : ℝ :=
  inner ℝ φ (H φ) - sInf (pairEnergies H φ χ)
```

The lowering is \(d=E_0-\inf\), where the infimum `sInf` runs over that set. A theorem below shows that it is an attained minimum.

## An orthonormal pair with the same span

```lean
/-- For unit vectors with overlap `|S| < 1`, the orthogonalised function is orthogonal to `φ`
and normalised. -/
theorem ghost_orthonormal {φ χ : E} (hφ : ‖φ‖ = 1) (hχ : ‖χ‖ = 1)
    (hS : |inner ℝ φ χ| < 1) :
    inner ℝ φ (ghost φ χ) = 0 ∧ inner ℝ (ghost φ χ) (ghost φ χ) = 1 := by
  have hφφ : inner ℝ φ φ = 1 := by rw [real_inner_self_eq_norm_sq, hφ]; norm_num
  have hχχ : inner ℝ χ χ = 1 := by rw [real_inner_self_eq_norm_sq, hχ]; norm_num
  have hpos : 0 < 1 - (inner ℝ φ χ) ^ 2 := by
    have h := abs_lt.mp hS
    nlinarith [h.1, h.2]
  obtain ⟨r, hr⟩ : ∃ r, r = √(1 - (inner ℝ φ χ) ^ 2) := ⟨_, rfl⟩
  have hr2 : r ^ 2 = 1 - (inner ℝ φ χ) ^ 2 := by rw [hr]; exact Real.sq_sqrt hpos.le
  have hr0 : r ≠ 0 := by rw [hr]; exact (Real.sqrt_pos.2 hpos).ne'
  have hi : r⁻¹ * r = 1 := inv_mul_cancel₀ hr0
  simp only [ghost, ← hr, real_inner_smul_left, real_inner_smul_right, inner_sub_left,
    inner_sub_right, hφφ, hχχ, real_inner_comm φ χ]
  generalize r⁻¹ = q at hi ⊢
  constructor
  · ring
  · linear_combination (q * r + 1) * hi - q ^ 2 * hr2
```

The hypotheses `hφ`, `hχ` and `hS` say that both vectors have norm one and that \(|S|<1\). The conclusion is \(\langle\varphi,g\rangle=0\) and \(\langle g,g\rangle=1\). By hand,
\[
\langle\varphi,g\rangle=\frac{S-S}{\sqrt{1-S^2}}=0,\qquad
\langle g,g\rangle=\frac{1-2S^2+S^2}{1-S^2}=1 .
\]
Lean expands the inner products with `simp only` and names the root `r`. The tactic `ring` closes the first identity. For the second, `linear_combination` checks that the goal follows from the listed multiples of the known equations \(r^{-1}r=1\) and \(r^2=1-S^2\).

```lean
/-- For overlap `|S| < 1`, the span of `φ` and `χ` consists of the combinations of `φ` and the
orthogonalised function. -/
theorem mem_span_iff {φ χ x : E} (hS : |inner ℝ φ χ| < 1) :
    x ∈ Submodule.span ℝ {φ, χ} ↔ ∃ a b : ℝ, a • φ + b • ghost φ χ = x := by
  have hpos : 0 < 1 - (inner ℝ φ χ) ^ 2 := by
    have h := abs_lt.mp hS
    nlinarith [h.1, h.2]
  have hr := (Real.sqrt_pos.2 hpos).ne'
  rw [Submodule.mem_span_pair]
  constructor
  · rintro ⟨a, b, rfl⟩
    refine ⟨a + b * inner ℝ φ χ, b * √(1 - (inner ℝ φ χ) ^ 2), ?_⟩
    rw [ghost, smul_smul, mul_assoc, mul_inv_cancel₀ hr, mul_one]
    module
  · rintro ⟨a, b, rfl⟩
    refine ⟨a - b * (√(1 - (inner ℝ φ χ) ^ 2))⁻¹ * inner ℝ φ χ,
      b * (√(1 - (inner ℝ φ χ) ^ 2))⁻¹, ?_⟩
    rw [ghost]
    module
```

A vector lies in the span of \(\varphi\) and \(\chi\) exactly when it has the form \(a\varphi+bg\). The two directions are the changes of coefficients
\[
a\varphi+b\chi=(a+bS)\varphi+b\sqrt{1-S^2}\,g,
\]
\[
a\varphi+bg=\Bigl(a-\frac{bS}{\sqrt{1-S^2}}\Bigr)\varphi+\frac{b}{\sqrt{1-S^2}}\,\chi .
\]
The proof supplies these coefficients, and `module` verifies the vector identities.

```lean
/-- The coupling is the matrix element of `H` between `φ` and the orthogonalised function. -/
theorem coupling_eq (H : E →ₗ[ℝ] E) (φ χ : E) :
    inner ℝ φ (H (ghost φ χ)) = coupling H φ χ := by
  simp only [ghost, coupling, map_smul, map_sub, real_inner_smul_right, inner_sub_right]
  ring
```

Linearity gives
\[
\langle\varphi,Hg\rangle=\frac{\langle\varphi,H\chi\rangle-S\langle\varphi,H\varphi\rangle}{\sqrt{1-S^2}}=w ,
\]
so \(w\) is the off-diagonal matrix element in the orthonormal basis.

```lean
/-- The energy form of `a φ + b g` in terms of `E0`, the coupling and the gap. -/
theorem energy_expansion {H : E →ₗ[ℝ] E} (hH : H.IsSymmetric) (φ χ : E) (a b : ℝ) :
    inner ℝ (a • φ + b • ghost φ χ) (H (a • φ + b • ghost φ χ)) =
      inner ℝ φ (H φ) * (a ^ 2 + b ^ 2) + 2 * a * b * coupling H φ χ
        + gap H φ χ * b ^ 2 := by
  have hc := coupling_eq H φ χ
  have hs : inner ℝ (ghost φ χ) (H φ) = inner ℝ φ (H (ghost φ χ)) :=
    (hH (ghost φ χ) φ).symm.trans (real_inner_comm _ _)
  simp only [map_add, map_smul, inner_add_left, inner_add_right, real_inner_smul_left,
    real_inner_smul_right, hs, hc, gap]
  ring
```

The hypothesis `hH` says \(\langle Hx,y\rangle=\langle x,Hy\rangle\) for all \(x,y\). It makes the two cross terms equal, `hs` in the proof. With \(\langle g,Hg\rangle=E_0+G\),
\[
\begin{aligned}
\langle a\varphi+bg,H(a\varphi+bg)\rangle
&=a^2E_0+2abw+b^2(E_0+G)\\
&=E_0(a^2+b^2)+2abw+Gb^2 .
\end{aligned}
\]

## The minimum energy of the pair

```lean
/-- A quadratic form in two variables with nonnegative diagonal and zero determinant is
nonnegative. -/
theorem form_nonneg {d p w a b : ℝ} (hd : 0 ≤ d) (hp : 0 ≤ p) (h : d * p = w ^ 2) :
    0 ≤ d * a ^ 2 + 2 * a * b * w + p * b ^ 2 := by
  rcases eq_or_lt_of_le (add_nonneg hd hp) with h0 | h0
  · have hd0 : d = 0 := by linarith
    have hp0 : p = 0 := by linarith
    have hw : w = 0 := by
      have h2 : w ^ 2 = 0 := by rw [← h, hd0, zero_mul]
      exact pow_eq_zero_iff two_ne_zero |>.1 h2
    simp [hd0, hp0, hw]
  · -- the trace times the form is a sum of two squares
    have key : (d + p) * (d * a ^ 2 + 2 * a * b * w + p * b ^ 2)
        = (d * a + w * b) ^ 2 + (w * a + p * b) ^ 2 := by
      linear_combination (a ^ 2 + b ^ 2) * h
    exact (mul_nonneg_iff_of_pos_left h0).1 (by rw [key]; positivity)
```

Here \(d\) and \(p\) are any nonnegative numbers with \(dp=w^2\). The claim is that \(F=da^2+2abw+pb^2\) is nonnegative. Multiplying by the trace and using \(dp=w^2\) gives
\[
(d+p)F=(da+wb)^2+(wa+pb)^2\ge 0 .
\]
If \(d+p>0\), dividing by it gives \(F\ge0\). If \(d+p=0\), then \(d=p=w=0\) and \(F=0\). The proof splits into these two cases with `rcases`, and `key` is the displayed identity.

```lean
/-- The Rayleigh quotient on the span of `φ` and `χ` has the minimum
`E0 - (√(G² + 4w²) - G)/2`, and it is attained. -/
theorem isLeast_pairEnergies {H : E →ₗ[ℝ] E} (hH : H.IsSymmetric) {φ χ : E}
    (hφ : ‖φ‖ = 1) (hχ : ‖χ‖ = 1) (hS : |inner ℝ φ χ| < 1) :
    IsLeast (pairEnergies H φ χ) (inner ℝ φ (H φ) -
      (√(gap H φ χ ^ 2 + 4 * coupling H φ χ ^ 2) - gap H φ χ) / 2) := by
  obtain ⟨ho, hg⟩ := ghost_orthonormal hφ hχ hS
  have hφφ : inner ℝ φ φ = 1 := by rw [real_inner_self_eq_norm_sq, hφ]; norm_num
  have ho' : inner ℝ (ghost φ χ) φ = 0 := (real_inner_comm _ _).trans ho
  have hn : ∀ a b : ℝ, inner ℝ (a • φ + b • ghost φ χ) (a • φ + b • ghost φ χ)
      = a ^ 2 + b ^ 2 := by
    intro a b
    simp only [inner_add_left, inner_add_right, real_inner_smul_left,
      real_inner_smul_right, ho, ho', hg, hφφ]
    ring
  have hE := energy_expansion hH φ χ
  generalize gap H φ χ = G at hE ⊢
  generalize coupling H φ χ = w at hE ⊢
  have hs : √(G ^ 2 + 4 * w ^ 2) ^ 2 = G ^ 2 + 4 * w ^ 2 := Real.sq_sqrt (by positivity)
  have habs := abs_le.mp (Real.abs_le_sqrt
    (show G ^ 2 ≤ G ^ 2 + 4 * w ^ 2 by nlinarith [sq_nonneg w]))
  obtain ⟨d, hd⟩ : ∃ d, d = (√(G ^ 2 + 4 * w ^ 2) - G) / 2 := ⟨_, rfl⟩
  have hd0 : 0 ≤ d := by linarith [habs.2]
  have hp : 0 ≤ G + d := by linarith [habs.1]
  have hdp : d * (G + d) = w ^ 2 := by
    rw [hd]
    linear_combination hs / 4
  rw [← hd]
  constructor
  · -- a null vector of the shifted energy form attains the minimum
    obtain ⟨a, b, hab, h0⟩ : ∃ a b : ℝ, a ^ 2 + b ^ 2 ≠ 0 ∧
        d * a ^ 2 + 2 * a * b * w + (G + d) * b ^ 2 = 0 := by
      by_cases hz : G + d = 0
      · exact ⟨0, 1, by norm_num, by rw [hz]; ring⟩
      · have hq : 0 < (G + d) ^ 2 := pow_pos (lt_of_le_of_ne hp (Ne.symm hz)) 2
        exact ⟨G + d, -w, (add_pos_of_pos_of_nonneg hq (sq_nonneg _)).ne',
          by linear_combination (G + d) * hdp⟩
    refine ⟨a • φ + b • ghost φ χ, (mem_span_iff hS).2 ⟨a, b, rfl⟩, ?_, ?_⟩
    · intro hx
      apply hab
      rw [← hn a b, hx, inner_zero_left]
    · rw [rayleigh, hE, hn, div_eq_iff hab]
      linear_combination h0
  · rintro _ ⟨x, hx, hx0, rfl⟩
    obtain ⟨a, b, rfl⟩ := (mem_span_iff hS).1 hx
    have hpos : 0 < a ^ 2 + b ^ 2 := by
      rw [← hn a b, real_inner_self_eq_norm_sq]
      exact pow_pos (norm_pos_iff.2 hx0) 2
    rw [rayleigh, hE, hn, le_div_iff₀ hpos]
    linarith [form_nonneg (a := a) (b := b) hd0 hp hdp]
```

`IsLeast` contains two statements: the value belongs to the set of energies, and no member of the set lies below it. The value is \(E_0-d\) with
\[
d=\frac{\sqrt{G^2+4w^2}-G}{2}.
\]

Since the root is at least \(|G|\), both \(d\) and \(G+d=(\sqrt{G^2+4w^2}+G)/2\) are nonnegative. Their product is
\[
d(G+d)=\frac{(G^2+4w^2)-G^2}{4}=w^2 .
\]
These facts are `hd0`, `hp` and `hdp`.

For \(x=a\varphi+bg\), orthonormality gives \(\langle x,x\rangle=a^2+b^2\), which is `hn`. The energy form then yields
\[
\langle x,Hx\rangle-(E_0-d)\langle x,x\rangle=da^2+2abw+(G+d)b^2\ge0
\]
by the preceding lemma with \(p=G+d\). Dividing by \(\langle x,x\rangle>0\) shows that no energy lies below \(E_0-d\).

To reach this value, the right-hand side must vanish for some nonzero \(x\). If \(G+d\ne0\), take \(a=G+d\) and \(b=-w\):
\[
d(G+d)^2-2(G+d)w^2+(G+d)w^2=(G+d)\bigl(d(G+d)-w^2\bigr)=0 .
\]
The code uses this vector unnormalised; the normalised minimiser is
\[
\frac{(G+d)\varphi-wg}{\sqrt{(G+d)^2+w^2}} .
\]
If \(G+d=0\), then \(w=0\) and \(x=g\) works. The tactic `by_cases` separates these cases. The sign of \(G\) plays no role so far.

```lean
/-- The lowering `d` is nonnegative and solves the secular equation `d (G + d) = w²`. -/
theorem lowering_secular {H : E →ₗ[ℝ] E} (hH : H.IsSymmetric) {φ χ : E}
    (hφ : ‖φ‖ = 1) (hχ : ‖χ‖ = 1) (hS : |inner ℝ φ χ| < 1) :
    0 ≤ lowering H φ χ ∧
      lowering H φ χ * (gap H φ χ + lowering H φ χ) = coupling H φ χ ^ 2 := by
  rw [lowering, (isLeast_pairEnergies hH hφ hχ hS).csInf_eq]
  generalize gap H φ χ = G
  generalize coupling H φ χ = w
  have hs : √(G ^ 2 + 4 * w ^ 2) ^ 2 = G ^ 2 + 4 * w ^ 2 := Real.sq_sqrt (by positivity)
  have habs := abs_le.mp (Real.abs_le_sqrt
    (show G ^ 2 ≤ G ^ 2 + 4 * w ^ 2 by nlinarith [sq_nonneg w]))
  constructor
  · linarith [habs.2]
  · linear_combination hs / 4
```

An attained minimum equals the infimum, which is the step `csInf_eq`. The number called `lowering` is therefore the \(d\) just found, with
\[
d\ge0,\qquad d(G+d)=w^2 .
\]
The equation is the \(2\times2\) secular equation
\[
(E_0-\varepsilon)(E_0+G-\varepsilon)-w^2=0
\]
at \(\varepsilon=E_0-d\). The proof replaces the gap and coupling by letters with `generalize` and repeats the square-root algebra.

The limiting case \(G=0\) is included: two degenerate diagonal energies give \(d^2=w^2\), hence \(d=|w|\).

## Upper and lower bounds for a positive gap

```lean
/-- For a positive gap, the lowering of the minimal Rayleigh quotient caused by adding `χ` to
`φ` lies between `w²/G - w⁴/G³` and `w²/G`. -/
theorem lowering_bounds {H : E →ₗ[ℝ] E} (hH : H.IsSymmetric) {φ χ : E}
    (hφ : ‖φ‖ = 1) (hχ : ‖χ‖ = 1) (hS : |inner ℝ φ χ| < 1) (hG : 0 < gap H φ χ) :
    coupling H φ χ ^ 2 / gap H φ χ - coupling H φ χ ^ 4 / gap H φ χ ^ 3 ≤ lowering H φ χ ∧
      lowering H φ χ ≤ coupling H φ χ ^ 2 / gap H φ χ := by
  obtain ⟨hd, h⟩ := lowering_secular hH hφ hχ hS
  generalize lowering H φ χ = d at hd h ⊢
  generalize gap H φ χ = G at hG h ⊢
  generalize coupling H φ χ = w at h ⊢
  have hu : d = w ^ 2 / G - d ^ 2 / G := by
    rw [← sub_div, eq_div_iff hG.ne']
    linear_combination h
  have hle : d ≤ w ^ 2 / G := by
    have h2 : 0 ≤ d ^ 2 / G := by positivity
    linarith
  -- the upper bound, inserted in the secular equation, gives the lower bound
  have hsq : d ^ 2 / G ≤ (w ^ 2 / G) ^ 2 / G := by gcongr
  have he : (w ^ 2 / G) ^ 2 / G = w ^ 4 / G ^ 3 := by field_simp
  exact ⟨by linarith, hle⟩
```

The new hypothesis `hG` is \(G>0\): the orthogonalised ghost function has a higher energy expectation value than \(\varphi\). This is assumed, not derived from properties of \(H\). The conclusion is
\[
\frac{w^2}{G}-\frac{w^4}{G^3}\le d\le\frac{w^2}{G}.
\]

Dividing the secular equation \(Gd+d^2=w^2\) by \(G\) gives
\[
d=\frac{w^2}{G}-\frac{d^2}{G},
\]
which is `hu`. The last term subtracts a nonnegative number, so \(d\le w^2/G\), which is `hle`. Because \(d\ge0\), this bound may be squared:
\[
\frac{d^2}{G}\le\frac1G\left(\frac{w^2}{G}\right)^2=\frac{w^4}{G^3}.
\]
Inserting it into the equation for \(d\) gives the lower bound. In Lean, `gcongr` carries the inequality through the square and the division, `field_simp` simplifies the fraction, and `linarith` combines the results.

The upper bound is the magnitude of the second-order perturbation energy in the basis \(\varphi,g\). For this two-function problem, that estimate never falls short of the true lowering and exceeds it by at most \(w^4/G^3\). The bounds are close together when \(|w|\) is small compared with \(G\). Once \(|w|>G\), the lower bound is negative and says less than \(d\ge0\).

The theorem concerns one fixed linear operator and one added function. It does not cover larger basis sets, electron correlation, or a mean-field operator that changes with the orbitals.

```lean
/-- For a positive gap and nonzero coupling, both bounds on the lowering are strict. -/
theorem lowering_bounds_strict {H : E →ₗ[ℝ] E} (hH : H.IsSymmetric) {φ χ : E}
    (hφ : ‖φ‖ = 1) (hχ : ‖χ‖ = 1) (hS : |inner ℝ φ χ| < 1) (hG : 0 < gap H φ χ)
    (hw : coupling H φ χ ≠ 0) :
    coupling H φ χ ^ 2 / gap H φ χ - coupling H φ χ ^ 4 / gap H φ χ ^ 3 < lowering H φ χ ∧
      lowering H φ χ < coupling H φ χ ^ 2 / gap H φ χ := by
  obtain ⟨hd, h⟩ := lowering_secular hH hφ hχ hS
  generalize lowering H φ χ = d at hd h ⊢
  generalize gap H φ χ = G at hG h ⊢
  generalize coupling H φ χ = w at hw h ⊢
  have hd0 : 0 < d := by
    refine lt_of_le_of_ne hd fun h0 => hw ?_
    have h2 : w ^ 2 = 0 := by rw [← h, ← h0, zero_mul]
    exact pow_eq_zero_iff two_ne_zero |>.1 h2
  have hu : d = w ^ 2 / G - d ^ 2 / G := by
    rw [← sub_div, eq_div_iff hG.ne']
    linear_combination h
  have hlt : d < w ^ 2 / G := by
    have h2 : 0 < d ^ 2 / G := by positivity
    linarith
  have hsq : d ^ 2 / G < (w ^ 2 / G) ^ 2 / G := by gcongr
  have he : (w ^ 2 / G) ^ 2 / G = w ^ 4 / G ^ 3 := by field_simp
  exact ⟨by linarith, hlt⟩

end SuperpositionError
```

The additional hypothesis `hw` is \(w\ne0\), and both inequalities become strict. If \(d\) were zero, the secular equation would give \(w^2=0\), so now \(d>0\). Then \(d^2/G>0\), which makes the upper bound strict, and squaring the strict bound makes the lower one strict too. When \(w=0\) and \(G>0\), the lowering and both bounds are zero: a ghost function that does not couple to \(\varphi\) leaves the minimum at \(E_0\).

```lean
#print axioms SuperpositionError.lowering_bounds
#print axioms SuperpositionError.lowering_bounds_strict
```

```
'SuperpositionError.lowering_bounds' depends on axioms: [propext, Classical.choice, Quot.sound]
'SuperpositionError.lowering_bounds_strict' depends on axioms: [propext, Classical.choice, Quot.sound]
```
